# Cutting the coupling between a subspace and its orthogonal complement never widens the spectrum of a Hermitian matrix

## Can a disentangled level land outside the original energy range?

Let \(H\) be a one-electron Hamiltonian, written as a Hermitian matrix in an orthonormal basis. Let \(P\) be the orthogonal projector on the target orbitals, and \(Q = 1-P\). For constrained RPA with entangled bands, I replace \(H\) by the disentangled Hamiltonian

\[
K = PHP + QHQ .
\]

With two levels I know what to expect: hybridization pushes them apart, so removing it brings them closer. With many levels, one level can be pushed up by some and down by others, and I lose track. Could \(K\) have a level above the highest or below the lowest level of \(H\)? And is there a simple measure of how much spread is lost?

## No level leaves the original range, and the lost second moment is twice the squared hybridization

An energy of a matrix means here a real number \(\mu\) with a non-zero complex vector \(v\) such that \(Hv = \mu v\), and likewise for \(K\). The projector satisfies \(P^2 = P = P^\dagger\), so \(PQ = QP = 0\) and \(Q^2 = Q = Q^\dagger\). The hybridization block is \(M = QHP\). No level of \(K\) lies below the lowest or above the highest energy of \(H\). The second moment means here the trace \(\operatorname{tr}H^2\), which is the sum of the squared energies, counted with multiplicity and not divided by the number of levels. It drops by \(2\sum_{ij}|M_{ij}|^2\) when \(H\) is replaced by \(K\).

### Why no level escapes

Let \(Kv = \mu v\) with \(v \neq 0\), and suppose that every energy of \(H\) were greater than \(\mu\). Expanding in an orthonormal eigenbasis of \(H\) shows that \(x^\dagger (H-\mu)x > 0\) for every \(x \neq 0\).

Split the state into \(p = Pv\) and \(q = Qv\). Since \(P\) and \(Q\) are Hermitian and idempotent,

\[
\begin{aligned}
p^\dagger(H-\mu)p + q^\dagger(H-\mu)q
&= v^\dagger\left(PHP - \mu P + QHQ - \mu Q\right)v \\
&= v^\dagger (K-\mu) v = 0 .
\end{aligned}
\]

But \(p+q = v \neq 0\), so at least one of \(p, q\) is non-zero, and the left side is positive. This is a contradiction, so \(H\) has an energy at or below \(\mu\).

For the upper edge, replace \(H\) by \(-H\). This turns \(K\) into \(-K\), and the lower bound for \(-\mu\) becomes an upper bound for \(\mu\).

### How much second moment is lost

In \(K^2\) the cross terms contain \(PQ\) or \(QP\) and vanish, so \(K^2 = PHPHP + QHQHQ\). Cyclicity of the trace gives

\[
\operatorname{tr}K^2 = \operatorname{tr}(PHPH) + \operatorname{tr}(QHQH).
\]

Inserting \(1 = P+Q\) before each factor \(H\) in \(\operatorname{tr}H^2\) gives the same two terms, plus \(\operatorname{tr}(PHQH)\) and \(\operatorname{tr}(QHPH)\), which are equal by cyclicity. Hence

\[
\operatorname{tr}H^2 - \operatorname{tr}K^2 = 2\operatorname{tr}(PHQHP).
\]

Because \(M^\dagger M = PHQ\,QHP = PHQHP\), the trace on the right is \(\sum_{ij}|M_{ij}|^2 \ge 0\). If it is zero, then \(M = 0\) and \(M^\dagger = PHQ = 0\), so \(H = K + M + M^\dagger = K\). Conversely, \(K = H\) makes the two second moments equal.

### Two orbitals with numbers

Take levels \(1\) and \(-2\) and hopping \(2i\), in any energy unit, with \(P\) projecting on the first orbital:

\[
H = \begin{pmatrix} 1 & 2i \\ -2i & -2 \end{pmatrix}, \qquad
K = \begin{pmatrix} 1 & 0 \\ 0 & -2 \end{pmatrix}.
\]

The characteristic equation \(\lambda^2 + \lambda - 6 = 0\) gives energies \(2\) and \(-3\) for \(H\). The energies \(1\) and \(-2\) of \(K\) lie between them. The second moments are \(4+9 = 13\) and \(1+4 = 5\). Their difference is \(8 = 2\,|2i|^2\).

### What the Lean theorems say

The matrices `H` and `P` have type `Matrix n n ℂ`, where the finite type `n` labels the orbitals. `disentangled H P` is \(K\), with \(Q\) written out as `1 - P`, and `IsEnergy H μ` is the definition of an energy above. The hypotheses `hH`, `hP` and `hPP` say that \(H\) is Hermitian, \(P\) is Hermitian and \(P^2 = P\).

- `energy_between` says that for each energy `μ` of \(K\) there are energies `ε₁` and `ε₂` of \(H\) with `ε₁ ≤ μ` and `μ ≤ ε₂`. This places \(\mu\) between the smallest and the largest energy of \(H\).
- `second_moment_identity` is the trace formula. It assumes only \(P^2 = P\), so neither matrix has to be Hermitian there.
- `hybridization_trace` identifies \(\operatorname{tr}(PHQHP)\) with the sum of squared moduli.
- `second_moment_le` gives the inequality, with equality exactly when \(K = H\). It compares real parts because Lean's trace is a complex number; for Hermitian matrices these traces are real anyway.

The definition of an energy by \(Hv = \mu v\) presupposes an orthonormal basis. With overlapping orbitals the overlap matrix enters this equation, so the theorems apply after orthogonalization. The bound concerns the outer edges only and says nothing about gaps inside the spectrum. For a band structure, it applies at each k-point to the finite one-electron matrix in the chosen energy window; it makes no statement about the screened interaction computed afterwards.

```lean
import Mathlib

open Matrix
open scoped ComplexOrder ComplexConjugate

namespace DisentangledHamiltonian

variable {n : Type*} [Fintype n] [DecidableEq n]

/-- The disentangled Hamiltonian `PHP + QHQ` with `Q = 1 - P`. If `P` is a Hermitian projector, this
removes the couplings between its target space and the rest. -/
def disentangled (H P : Matrix n n ℂ) : Matrix n n ℂ :=
  P * H * P + (1 - P) * H * (1 - P)

/-- The real number `μ` is an energy of `H` if `H v = μ v` for some non-zero state `v`. -/
def IsEnergy (H : Matrix n n ℂ) (μ : ℝ) : Prop :=
  ∃ v : n → ℂ, v ≠ 0 ∧ H *ᵥ v = (μ : ℂ) • v

/-- For idempotent `P`, the disentangled Hamiltonian commutes with `P`. -/
theorem disentangled_commute (H : Matrix n n ℂ) {P : Matrix n n ℂ} (hPP : P * P = P) :
    P * disentangled H P = disentangled H P * P := by
  have h1 : P * (1 - P) = 0 := by rw [mul_sub, mul_one, hPP, sub_self]
  have h2 : (1 - P) * P = 0 := by rw [sub_mul, one_mul, hPP, sub_self]
  calc P * disentangled H P = (P * P) * H * P + (P * (1 - P)) * H * (1 - P) := by
        unfold disentangled; noncomm_ring
    _ = P * H * (P * P) + (1 - P) * H * ((1 - P) * P) := by
        rw [h1, h2, hPP]; simp
    _ = disentangled H P * P := by unfold disentangled; noncomm_ring

/-- For Hermitian `H` and `P`, the disentangled Hamiltonian is Hermitian. -/
theorem disentangled_isHermitian {H P : Matrix n n ℂ} (hH : H.IsHermitian)
    (hP : P.IsHermitian) : (disentangled H P).IsHermitian := by
  unfold Matrix.IsHermitian disentangled
  simp only [conjTranspose_add, conjTranspose_mul, conjTranspose_sub, conjTranspose_one,
    hH.eq, hP.eq, Matrix.mul_assoc]

/-- For Hermitian `H` and a Hermitian projector `P`, each energy of the disentangled
Hamiltonian has an energy of `H` at or below it. -/
theorem exists_energy_le {H P : Matrix n n ℂ} (hH : H.IsHermitian) (hP : P.IsHermitian)
    (hPP : P * P = P) {μ : ℝ} (hμ : IsEnergy (disentangled H P) μ) :
    ∃ ε, IsEnergy H ε ∧ ε ≤ μ := by
  by_contra! hcon
  obtain ⟨v, hv, hKv⟩ := hμ
  have hA : (H - (μ : ℂ) • (1 : Matrix n n ℂ)).IsHermitian := by
    refine hH.sub ?_
    simp [Matrix.IsHermitian, conjTranspose_smul]
  -- if all energies of `H` exceed `μ`, then `H - μ` is positive definite
  have hpos : (H - (μ : ℂ) • (1 : Matrix n n ℂ)).PosDef := by
    rw [hA.posDef_iff_eigenvalues_pos]
    intro i
    have h := hA.mulVec_eigenvectorBasis i
    have hne : (hA.eigenvectorBasis i).ofLp ≠ 0 := fun h0 =>
      hA.eigenvectorBasis.orthonormal.ne_zero i (by ext k; exact congrFun h0 k)
    have hlt := hcon (hA.eigenvalues i + μ) ⟨_, hne, by
      rw [Matrix.sub_mulVec, Matrix.smul_mulVec, Matrix.one_mulVec] at h
      ext k
      have hk := congrFun h k
      simp only [Pi.sub_apply, Pi.smul_apply, smul_eq_mul, Complex.real_smul] at hk
      simp only [Pi.smul_apply, smul_eq_mul, Complex.ofReal_add]
      linear_combination hk⟩
    linarith
  have hQ : (1 - P).IsHermitian := Matrix.isHermitian_one.sub hP
  have hQQ : (1 - P) * (1 - P) = 1 - P := by
    rw [mul_sub, mul_one, sub_mul, one_mul, hPP, sub_self, sub_zero]
  have hquad : ∀ A R : Matrix n n ℂ, R.IsHermitian →
      star (R *ᵥ v) ⬝ᵥ A *ᵥ (R *ᵥ v) = star v ⬝ᵥ (R * A * R) *ᵥ v := by
    intro A R hR
    rw [Matrix.star_mulVec, hR.eq, ← Matrix.dotProduct_mulVec]
    simp only [Matrix.mulVec_mulVec, Matrix.mul_assoc]
  have key : ∀ R : Matrix n n ℂ, R * R = R →
      R * (H - (μ : ℂ) • (1 : Matrix n n ℂ)) * R = R * H * R - (μ : ℂ) • R := by
    intro R hR
    rw [mul_sub, sub_mul, mul_smul_comm, mul_one, smul_mul_assoc, hR]
  have hK : P * H * P - (μ : ℂ) • P + ((1 - P) * H * (1 - P) - (μ : ℂ) • (1 - P))
      = disentangled H P - (μ : ℂ) • (1 : Matrix n n ℂ) := by
    unfold disentangled; module
  -- the values of the quadratic form of `H - μ` at the two parts of `v` add up to zero
  have hsum : star (P *ᵥ v) ⬝ᵥ (H - (μ : ℂ) • (1 : Matrix n n ℂ)) *ᵥ (P *ᵥ v)
      + star ((1 - P) *ᵥ v) ⬝ᵥ (H - (μ : ℂ) • (1 : Matrix n n ℂ)) *ᵥ ((1 - P) *ᵥ v) = 0 := by
    rw [hquad _ P hP, hquad _ (1 - P) hQ, key P hPP, key (1 - P) hQQ, ← dotProduct_add,
      ← Matrix.add_mulVec, hK, Matrix.sub_mulVec, hKv, Matrix.smul_mulVec,
      Matrix.one_mulVec, sub_self, dotProduct_zero]
  have h1 := hpos.posSemidef.dotProduct_mulVec_nonneg (P *ᵥ v)
  have h2 := hpos.posSemidef.dotProduct_mulVec_nonneg ((1 - P) *ᵥ v)
  by_cases h0 : P *ᵥ v = 0
  · have hQv : (1 - P) *ᵥ v ≠ 0 := by
      rw [Matrix.sub_mulVec, Matrix.one_mulVec, h0, sub_zero]; exact hv
    exact (add_pos_of_nonneg_of_pos h1 (hpos.dotProduct_mulVec_pos hQv)).ne' hsum
  · exact (add_pos_of_pos_of_nonneg (hpos.dotProduct_mulVec_pos h0) h2).ne' hsum

/-- Disentangling never widens the spectrum: for Hermitian `H` and a Hermitian projector `P`,
each energy of `PHP + QHQ` lies between two energies of `H`. -/
theorem energy_between {H P : Matrix n n ℂ} (hH : H.IsHermitian) (hP : P.IsHermitian)
    (hPP : P * P = P) {μ : ℝ} (hμ : IsEnergy (disentangled H P) μ) :
    ∃ ε₁ ε₂, IsEnergy H ε₁ ∧ IsEnergy H ε₂ ∧ ε₁ ≤ μ ∧ μ ≤ ε₂ := by
  have hneg : ∀ (M : Matrix n n ℂ) (ν : ℝ), IsEnergy M ν → IsEnergy (-M) (-ν) := by
    rintro M ν ⟨v, hv, h⟩
    exact ⟨v, hv, by rw [Matrix.neg_mulVec, h, Complex.ofReal_neg, neg_smul]⟩
  obtain ⟨ε₁, h1, h1'⟩ := exists_energy_le hH hP hPP hμ
  -- the upper bound is the lower bound for `-H`
  have hK : -disentangled H P = disentangled (-H) P := by
    unfold disentangled; noncomm_ring
  obtain ⟨ε, h2, h2'⟩ := exists_energy_le hH.neg hP hPP (hK ▸ hneg _ _ hμ)
  have h3 := hneg _ _ h2
  rw [neg_neg] at h3
  exact ⟨ε₁, -ε, h1, h3, h1', by linarith⟩

/-- For idempotent `P` and `Q = 1 - P`, the difference `tr H² - tr K²`, where `K` is the
disentangled Hamiltonian, equals `2 tr(PHQHP)`. -/
theorem second_moment_identity (H : Matrix n n ℂ) {P : Matrix n n ℂ} (hPP : P * P = P) :
    trace (H * H) - trace (disentangled H P * disentangled H P)
      = 2 * trace (P * H * (1 - P) * H * P) := by
  have h1 : P * (1 - P) = 0 := by rw [mul_sub, mul_one, hPP, sub_self]
  have h2 : (1 - P) * P = 0 := by rw [sub_mul, one_mul, hPP, sub_self]
  have hQQ : (1 - P) * (1 - P) = 1 - P := by rw [mul_sub, mul_one, h2, sub_zero]
  -- the cross terms of `K²` vanish
  have hKK : disentangled H P * disentangled H P
      = P * H * P * H * P + (1 - P) * H * (1 - P) * H * (1 - P) := by
    calc disentangled H P * disentangled H P
        = P * H * (P * P) * H * P + P * H * (P * (1 - P)) * H * (1 - P)
          + (1 - P) * H * ((1 - P) * P) * H * P
          + (1 - P) * H * ((1 - P) * (1 - P)) * H * (1 - P) := by
          unfold disentangled; noncomm_ring
      _ = _ := by rw [h1, h2, hPP, hQQ]; simp
  -- cyclicity of the trace absorbs the outer projector
  have cyc : ∀ R X : Matrix n n ℂ, R * R = R → trace (R * X * R) = trace (R * X) := by
    intro R X hR
    rw [trace_mul_comm, ← mul_assoc, hR]
  have e1 : trace (P * H * P * H * P) = trace (P * H * P * H) := by
    simpa only [mul_assoc] using cyc P (H * P * H) hPP
  have e2 : trace ((1 - P) * H * (1 - P) * H * (1 - P))
      = trace ((1 - P) * H * (1 - P) * H) := by
    simpa only [mul_assoc] using cyc (1 - P) (H * (1 - P) * H) hQQ
  have e3 : trace (P * H * (1 - P) * H * P) = trace (P * H * (1 - P) * H) := by
    simpa only [mul_assoc] using cyc P (H * (1 - P) * H) hPP
  have e4 : (1 - P) * H * (1 - P) * H = H * H - P * H * H - H * (P * H) + P * H * P * H := by
    noncomm_ring
  have e5 : P * H * (1 - P) * H = P * H * H - P * H * P * H := by noncomm_ring
  rw [hKK, trace_add, e1, e2, e3, e4, e5, trace_add, trace_sub, trace_sub, trace_sub,
    trace_mul_comm H (P * H)]
  ring

/-- For Hermitian `H` and a Hermitian projector `P`, the trace `tr(PHQHP)` is the sum of the
squared moduli of the entries of the hybridization block `QHP`. -/
theorem hybridization_trace {H P : Matrix n n ℂ} (hH : H.IsHermitian) (hP : P.IsHermitian)
    (hPP : P * P = P) :
    trace (P * H * (1 - P) * H * P)
      = ((∑ i, ∑ j, ‖((1 - P) * H * P) i j‖ ^ 2 : ℝ) : ℂ) := by
  have hQQ : (1 - P) * (1 - P) = 1 - P := by
    rw [mul_sub, mul_one, sub_mul, one_mul, hPP, sub_self, sub_zero]
  have hM : P * H * (1 - P) * H * P = ((1 - P) * H * P)ᴴ * ((1 - P) * H * P) := by
    rw [conjTranspose_mul, conjTranspose_mul, conjTranspose_sub, conjTranspose_one,
      hH.eq, hP.eq]
    calc P * H * (1 - P) * H * P = P * H * ((1 - P) * (1 - P)) * H * P := by rw [hQQ]
      _ = _ := by simp only [mul_assoc]
  rw [hM]
  generalize (1 - P) * H * P = M
  simp only [trace, diag_apply, mul_apply, conjTranspose_apply]
  rw [Finset.sum_comm]
  push_cast
  exact Finset.sum_congr rfl fun i _ => Finset.sum_congr rfl fun j _ => Complex.conj_mul' _

/-- For Hermitian `H` and a Hermitian projector `P`, disentangling never raises the second
moment of the spectrum, and leaves it unchanged exactly when it leaves `H` unchanged. -/
theorem second_moment_le {H P : Matrix n n ℂ} (hH : H.IsHermitian) (hP : P.IsHermitian)
    (hPP : P * P = P) :
    (trace (disentangled H P * disentangled H P)).re ≤ (trace (H * H)).re ∧
    ((trace (disentangled H P * disentangled H P)).re = (trace (H * H)).re ↔
      disentangled H P = H) := by
  have h := second_moment_identity H hPP
  rw [hybridization_trace hH hP hPP, ← Complex.ofReal_ofNat, ← Complex.ofReal_mul] at h
  have hre := congrArg Complex.re h
  rw [Complex.sub_re, Complex.ofReal_re] at hre
  have hS : 0 ≤ ∑ i, ∑ j, ‖((1 - P) * H * P) i j‖ ^ 2 := by positivity
  refine ⟨by linarith, fun heq => ?_, fun heq => by rw [heq]⟩
  have h0 : ∑ i, ∑ j, ‖((1 - P) * H * P) i j‖ ^ 2 = 0 := by linarith
  -- a vanishing sum of squares forces the hybridization block to vanish
  have hM : (1 - P) * H * P = 0 := by
    ext i j
    have hi := (Finset.sum_eq_zero_iff_of_nonneg (fun i _ => by positivity)).1 h0 i
      (Finset.mem_univ i)
    have hj := (Finset.sum_eq_zero_iff_of_nonneg (fun j _ => by positivity)).1 hi j
      (Finset.mem_univ j)
    exact norm_eq_zero.1 (pow_eq_zero_iff two_ne_zero |>.1 hj)
  have hM' : P * H * (1 - P) = 0 := by
    have hc := congrArg conjTranspose hM
    rw [conjTranspose_mul, conjTranspose_mul, conjTranspose_sub, conjTranspose_one,
      hH.eq, hP.eq, conjTranspose_zero, ← mul_assoc] at hc
    exact hc
  calc disentangled H P = H - (1 - P) * H * P - P * H * (1 - P) := by
        unfold disentangled; noncomm_ring
    _ = H := by rw [hM, hM', sub_zero, sub_zero]

/-- Two orbitals with real levels `a`, `b` and complex hopping `t`: the Hamiltonian and the
projector on the first orbital are Hermitian, the projector is idempotent, and disentangling
removes the hopping. -/
theorem disentangled_witness (a b : ℝ) (t : ℂ) :
    (!![(a : ℂ), t; conj t, (b : ℂ)]).IsHermitian ∧
    (!![(1 : ℂ), 0; 0, 0]).IsHermitian ∧
    !![(1 : ℂ), 0; 0, 0] * !![(1 : ℂ), 0; 0, 0] = !![(1 : ℂ), 0; 0, 0] ∧
    disentangled !![(a : ℂ), t; conj t, (b : ℂ)] !![(1 : ℂ), 0; 0, 0]
      = !![(a : ℂ), 0; 0, (b : ℂ)] := by
  refine ⟨?_, ?_, ?_, ?_⟩
  · ext i j
    fin_cases i <;> fin_cases j <;> simp [conjTranspose_apply]
  · ext i j
    fin_cases i <;> fin_cases j <;> simp [conjTranspose_apply]
  · ext i j
    fin_cases i <;> fin_cases j <;> simp [Matrix.mul_apply, Fin.sum_univ_succ]
  · ext i j
    fin_cases i <;> fin_cases j <;>
      simp [disentangled, Matrix.one_fin_two]

end DisentangledHamiltonian
```

```lean
#print axioms DisentangledHamiltonian.disentangled_commute
#print axioms DisentangledHamiltonian.disentangled_isHermitian
#print axioms DisentangledHamiltonian.energy_between
#print axioms DisentangledHamiltonian.second_moment_le
```

```
'DisentangledHamiltonian.disentangled_commute' depends on axioms: [propext, Classical.choice, Quot.sound]
'DisentangledHamiltonian.disentangled_isHermitian' depends on axioms: [propext, Classical.choice, Quot.sound]
'DisentangledHamiltonian.energy_between' depends on axioms: [propext, Classical.choice, Quot.sound]
'DisentangledHamiltonian.second_moment_le' depends on axioms: [propext, Classical.choice, Quot.sound]
```

### From the algebra to the Lean proofs

`disentangled_commute` and `disentangled_isHermitian` record that \(K\) commutes with \(P\) and is Hermitian. They describe the decoupled problem, and the later proofs do not call them.

`exists_energy_le` is the lower-edge argument. `by_contra!` supplies the assumption `hcon` that all energies of \(H\) exceed \(\mu\). To obtain `hpos`, the positive definiteness of \(H-\mu\), the proof takes an eigenvector of \(H-\mu\) with eigenvalue \(\lambda\). The same vector shows that \(\lambda+\mu\) is an energy of \(H\), so \(\lambda > 0\). Next, `hquad` moves the projector across the inner product, which is where its Hermiticity enters. `key` and `hK` assemble \(K-\mu\), and `hsum` is the vanishing sum of the quadratic forms at \(Pv\) and \(Qv\). The final case split asks whether \(Pv\) is zero; if it is, then \(Qv = v\) is non-zero. Either way the sum is positive, which contradicts `hsum`.

`energy_between` applies this lemma twice, the second time to \(-H\), with `hneg` reversing the sign of an energy.

In `second_moment_identity`, `hKK` removes the cross terms and `cyc` absorbs an outer projector into the trace. Instead of inserting \(P+Q\) into \(H^2\), the code expands \(Q = 1-P\) in `e4` and `e5`, and then uses cyclicity once more.

`hybridization_trace` writes the matrix as \(M^\dagger M\) and sums its diagonal. In `second_moment_le`, a vanishing sum of squares forces every entry of \(M\) to be zero. The conjugate transpose then removes \(PHQ\), which leaves \(K = H\).

`disentangled_witness` treats the two-orbital model with arbitrary real levels and complex hopping: it verifies the conditions on \(H\) and \(P\) and finds that \(K\) is diagonal with the bare levels.

One further consequence, which the file does not state, is that \(\operatorname{tr}K = \operatorname{tr}H\) by cyclicity, so the mean level stays fixed, and the variance of the levels drops by the lost second moment divided by the number of levels.
